# The Luz–Meiboom exchange contribution is proportional to the average coherence lag between pulses

The Luz–Meiboom formula describes transverse relaxation under a train of refocusing pulses when exchange between two sites is fast compared with their shift difference. With populations `p` and `1 - p` and shift difference `δ` in angular frequency, exchange adds p(1 − p)δ²/k · (1 − tanh(kT/2)/(kT/2)) to the relaxation rate. Here k > 0 is the sum of the forward and backward rate constants and T > 0 is the spacing between pulses.

The theorem says that this expression equals p(1 − p)δ² times the average over [0, T] of a coherence lag u that obeys u′ = 1 − ku there and satisfies u(0) = −u(T), the condition for a steady state in which each pulse reverses the lag. The lag equation and this condition are assumed, not derived from the spin dynamics, and the algebra holds for any real `p` and `δ`. The proof finds ku(T) = tanh(kT/2) with an integrating factor, then integrates the lag equation to get the average.

This version doesn't compile in Lean 4 with Mathlib:

```lean
import Mathlib

open Filter Topology

namespace ExchangeContributionEqAverage

noncomputable section

/-- The dispersion function `1 - tanh x / x`, for `x ≠ 0`. -/
def dispersion (x : ℝ) : ℝ := 1 - Real.tanh x / x

/-- The Luz-Meiboom exchange contribution to transverse relaxation, for populations `p` and
`1 - p`, shift difference `δ`, exchange rate `k ≠ 0` and pulse spacing `T ≠ 0`. -/
def exchangeContribution (p δ k T : ℝ) : ℝ :=
  p * (1 - p) * δ ^ 2 / k * dispersion (k * T / 2)

/-- Let the coherence lag `u` obey `u' = 1 - k u` between pulses a time `T > 0` apart, with
`k > 0`, and be reversed by each pulse, `u 0 = -u T`. Then the Luz-Meiboom contribution is
`p (1 - p) δ²` times the average lag over one interval. -/
theorem exchangeContribution_eq_average (p δ : ℝ) {k T : ℝ} {u : ℝ → ℝ} (hk : 0 < k)
    (hT : 0 < T) (hu : ∀ t ∈ Set.Icc 0 T, HasDerivAt u (1 - k * u t) t)
    (hflip : u 0 = -u T) :
    exchangeContribution p δ k T = p * (1 - p) * δ ^ 2 * ((∫ t in (0 : ℝ)..T, u t) / T) := by
  rw [← Set.uIcc_of_le hT.le] at hu
  have hc : ContinuousOn u (Set.uIcc 0 T) :=
    fun t ht => (hu t ht).continuousAt.continuousWithinAt
  -- the integrating factor exp (k t) fixes the lag just before a pulse
  have hg : ∀ t ∈ Set.uIcc 0 T,
      HasDerivAt (fun s => (k * u s - 1) * Real.exp (k * s)) 0 t := fun t ht => by
    have h1 := ((hu t ht).const_mul k).sub_const 1
    have h2 : HasDerivAt (fun s => Real.exp (k * s)) (Real.exp (k * t) * (k * 1)) t :=
      ((hasDerivAt_id' t).const_mul k).exp
    exact (h1.fun_mul h2).congr_deriv (by ring)
  have h0 := intervalIntegral.integral_eq_sub_of_hasDerivAt hg
    (continuous_const.intervalIntegrable 0 T)
  simp only [intervalIntegral.integral_zero, mul_zero, Real.exp_zero, hflip] at h0
  have hE : Real.exp (k * T) = Real.exp (k * T / 2) * Real.exp (k * T / 2) := by
    rw [← Real.exp_add]
    congr 1
    ring
  have hab : Real.exp (k * T / 2) * Real.exp (-(k * T / 2)) = 1 := by
    rw [← Real.exp_add, add_neg_cancel, Real.exp_zero]
  rw [hE] at h0
  have hend : k * u T = Real.tanh (k * T / 2) := by
    rw [Real.tanh_eq_sinh_div_cosh, eq_div_iff (Real.cosh_pos _).ne', Real.cosh_eq,
      Real.sinh_eq]
    linear_combination (-(Real.exp (-(k * T / 2)) / 2)) * h0
      - (k * u T - 1) * Real.exp (k * T / 2) / 2 * hab
  -- integrating the lag equation itself gives the average
  have hI := intervalIntegral.integral_eq_sub_of_hasDerivAt hu
    (continuousOn_const.sub (continuousOn_const.mul hc)).intervalIntegrable
  rw [intervalIntegral.integral_sub (continuous_const.intervalIntegrable 0 T)
    (continuousOn_const.mul hc).intervalIntegrable, intervalIntegral.integral_const_mul,
    intervalIntegral.integral_const, smul_eq_mul, hflip] at hI
  have hJ : (∫ t in (0 : ℝ)..T, u t) = (T - 2 * u T) / k := by
    rw [eq_div_iff hk.ne']
    linarith
  have e : k * u T / (k * T / 2) = 2 * u T / T := by
    rw [div_eq_div_iff (by positivity) hT.ne']
    ring
  have hTT : T / T = 1 := div_self hT.ne'
  unfold exchangeContribution dispersion
  rw [← hend, e, hJ]
  linear_combination (-(p * (1 - p) * δ ^ 2 / k)) * hTT

end

end ExchangeContributionEqAverage
```

The error:

```
Main.lean:52:6: error: Tactic `rewrite` failed: Did not find an occurrence of the pattern
  ∫ (x : ℝ) in 0..T, ?m.551 - ((fun x => ?m.564) * u) x ∂?m.576
in the target expression
  ∫ (y : ℝ) in 0..T, 1 - k * u y = u T - u 0

p δ k T : ℝ
u : ℝ → ℝ
hk : 0 < k
hT : 0 < T
hu : ∀ t ∈ Set.uIcc 0 T, HasDerivAt u (1 - k * u t) t
hflip : u 0 = -u T
hc : ContinuousOn u (Set.uIcc 0 T)
hg : ∀ t ∈ Set.uIcc 0 T, HasDerivAt (fun s => (k * u s - 1) * Real.exp (k * s)) 0 t
h0 : 0 = (k * u T - 1) * (Real.exp (k * T / 2) * Real.exp (k * T / 2)) - (k * -u T - 1) * 1
hE : Real.exp (k * T) = Real.exp (k * T / 2) * Real.exp (k * T / 2)
hab : Real.exp (k * T / 2) * Real.exp (-(k * T / 2)) = 1
hend : k * u T = Real.tanh (k * T / 2)
hI : ∫ (y : ℝ) in 0..T, 1 - k * u y = u T - u 0
⊢ exchangeContribution p δ k T = p * (1 - p) * δ ^ 2 * ((∫ (t : ℝ) in 0..T, u t) / T)
```

The error is in the `rw` that should split the integral of `1 - k * u y` into two. `intervalIntegral.integral_sub` takes its integrands from the integrability proofs it is given, and here the second proof was built from `continuousOn_const.mul hc` with no stated type. Lean therefore read the second integrand as a product of functions, `(fun x => ?m.564) * u`, applied to `x`. With the constant set to `k`, that is equal to `k * u x` by definition, but `rw` looks for its pattern without unfolding the product of functions, so it found no match.

The repair states the integrability facts first, as `i1` and `i2`. The type of `i2` names the integrand as `fun t => k * u t`, and Lean accepts the old proof for it because checking a proof against a stated type does allow that unfolding. The pattern then has the form found in `hI`, and the rewrite goes through. `i1` likewise spells out the constant integrand 1, though the message shows no mismatch in that part.

Fix (accepted with no message):

```diff
@@ -50,6 +50,9 @@
   have hI := intervalIntegral.integral_eq_sub_of_hasDerivAt hu
     (continuousOn_const.sub (continuousOn_const.mul hc)).intervalIntegrable
-  rw [intervalIntegral.integral_sub (continuous_const.intervalIntegrable 0 T)
-    (continuousOn_const.mul hc).intervalIntegrable, intervalIntegral.integral_const_mul,
+  have i1 : IntervalIntegrable (fun _ : ℝ => (1 : ℝ)) MeasureTheory.volume 0 T :=
+    continuous_const.intervalIntegrable 0 T
+  have i2 : IntervalIntegrable (fun t => k * u t) MeasureTheory.volume 0 T :=
+    (continuousOn_const.mul hc).intervalIntegrable
+  rw [intervalIntegral.integral_sub i1 i2, intervalIntegral.integral_const_mul,
     intervalIntegral.integral_const, smul_eq_mul, hflip] at hI
   have hJ : (∫ t in (0 : ℝ)..T, u t) = (T - 2 * u T) / k := by
```
